# Windowed cooling of the Fermi function: an error bound independent of the number of levels

A low-temperature density matrix can be built from a hot one by adding corrections, each confined to a narrower energy window around the chemical potential than the one before. The window width must then be chosen. For non-interacting electrons in a finite orthonormal basis, with the same chemical potential at every temperature and each correction evaluated exactly inside its window, a tolerance $\varepsilon<1$ per matrix element is met by $L=\ln(1/\varepsilon)$ in the notation below, however many cooling steps are taken.

## Telescoping up to the first dropped correction

Let $x$ be an energy measured from the chemical potential and $b$ an inverse temperature. Define

$$f_b(x)=\frac{1}{1+e^{bx}},\qquad b_j=b_0q^j,\qquad D_j=f_{b_{j+1}}-f_{b_j},$$

with $b_0>0$ and $q\ge 1$. For a real number $L$, the windowed sum with $K$ corrections is

$$S_K(x)=f_{b_0}(x)+\sum_{j<K,\ |x|<L/b_j}D_j(x).$$

The claim is that $|D_j(x)|\le e^{-b_j|x|}$ and

$$|S_K(x)-f_{b_K}(x)|\le\frac{1}{1+e^L}<e^{-L}.$$

**One cooling step.** Let $c\ge b$. For $x\ge0$ we have $0<f_c(x)\le f_b(x)$, so $|f_c(x)-f_b(x)|\le f_b(x)$. Since $f_b(-x)=1-f_b(x)$, the difference $f_c-f_b$ only changes sign under $x\to-x$. Hence, for every $x$,

$$|f_c(x)-f_b(x)|\le f_b(|x|)=\frac1{1+e^{b|x|}}<e^{-b|x|}.$$

Taking $b=b_j$ and $c=b_{j+1}$ bounds $D_j$.

**The whole sum.** Fix $x$. Correction $j$ is kept when $b_j|x|<L$. The left side does not decrease with $j$, so after the first dropped correction all later ones are dropped too. Let $J$ be the index of that first one, or $J=K$ if none is dropped. The kept terms telescope to $S_K(x)=f_{b_J}(x)$. If $J=K$, the error is zero. Otherwise $b_J|x|\ge L$, and the one-step bound gives

$$|f_{b_K}(x)-f_{b_J}(x)|\le\frac1{1+e^{b_J|x|}}\le\frac1{1+e^L}.$$

Replacing each dropped correction by the common bound $e^{-L}$ and adding would instead give $Ke^{-L}$, which grows with $K$.

**Sharpness.** Let $q>1$, $L>0$ and $x=L/b_0$. Every correction is dropped, so $S_K(x)=1/(1+e^L)$, while $f_{b_K}(x)=1/(1+e^{Lq^K})\to0$ as $K$ grows.

**Matrix elements.** Let $C$ be unitary, with orbitals $a$ of energy $E_a$ as its columns. An occupation function $g$ gives $P_{mk}=\sum_a C_{ma}\,g(E_a)\,C_{ka}^*$. If two occupation functions differ by at most $\delta$ at every $E_a$, the matrix elements differ by at most

$$\delta\sum_a|C_{ma}||C_{ka}|\le\delta\sum_a\frac{|C_{ma}|^2+|C_{ka}|^2}{2}=\delta,$$

because the rows of $C$ are normalised.

## Other ladders, and one that heats

The proof of the two bounds uses only that the $b_j$ are positive and do not decrease, so the bounds carry over to any such sequence of inverse temperatures.

With $0<q<1$ the ladder heats and both bounds can fail. Take $b_0=1$, $q=1/2$, $K=1$ and $L=x=4$. The single correction is dropped, and the error is $|D_0(4)|=1/(1+e^2)-1/(1+e^4)\approx0.101$, whereas $e^{-4}\approx0.018$.

## The expansion in Lean

Energies and inverse temperatures are real numbers in reciprocal units.

```lean
import Mathlib

open Matrix Filter Topology

namespace MultiscaleFermiExpansion

noncomputable section
```

`fermi b x` is $f_b(x)$, the occupation of one spin orbital.

```lean
/-- Fermi occupation at inverse temperature `b` of a level with energy `x` relative to the
chemical potential. -/
def fermi (b x : ℝ) : ℝ := 1 / (1 + Real.exp (b * x))
```

`invTemp b₀ q j` is $b_j$.

```lean
/-- The geometric ladder of inverse temperatures `b₀ q ^ j`. -/
def invTemp (b₀ q : ℝ) (j : ℕ) : ℝ := b₀ * q ^ j
```

`correction b₀ q j` is $D_j$.

```lean
/-- The occupation at level `j + 1` of the ladder minus the occupation at level `j`. -/
def correction (b₀ q : ℝ) (j : ℕ) (x : ℝ) : ℝ :=
  fermi (invTemp b₀ q (j + 1)) x - fermi (invTemp b₀ q j) x
```

`windowed b₀ q L K` is $S_K$, with a sharp cutoff at each window edge. The corrections are exact differences of Fermi functions, so the error of a polynomial approximation to them would come on top.

```lean
/-- The hot Fermi function plus `K` corrections, the `j`-th one kept only in the energy window
`|x| < L / b_j`. -/
def windowed (b₀ q L : ℝ) (K : ℕ) (x : ℝ) : ℝ :=
  fermi b₀ x + ∑ j ∈ Finset.range K,
    if |x| < L / invTemp b₀ q j then correction b₀ q j x else 0
```

The density matrix is given by orbital coefficients and energies. It equals $g(H)$ when $H=C\,\mathrm{diag}(E)\,C^\dagger$ with $C$ unitary.

```lean
/-- The matrix `C g(E) C†` with orbital coefficients `C`, orbital energies `E` and
occupation function `g`. -/
def densityMatrix {n : Type*} [Fintype n] [DecidableEq n]
    (C : Matrix n n ℂ) (E : n → ℝ) (g : ℝ → ℝ) : Matrix n n ℂ :=
  C * Matrix.diagonal (fun a => (g (E a) : ℂ)) * Cᴴ
```

## Bounding one correction

Particle-hole symmetry follows from $e^{-bx}e^{bx}=1$ after clearing denominators.

```lean
/-- Particle-hole symmetry: the occupation at `-x` is the hole occupation at `x`. -/
theorem fermi_neg (b x : ℝ) : fermi b (-x) = 1 - fermi b x := by
  have h : Real.exp (b * -x) * Real.exp (b * x) = 1 := by
    rw [← Real.exp_add, ← Real.exp_zero]
    congr 1
    ring
  have h1 : 1 + Real.exp (b * -x) ≠ 0 := by positivity
  have h2 : 1 + Real.exp (b * x) ≠ 0 := by positivity
  unfold fermi
  rw [eq_sub_iff_add_eq, div_add_div _ _ h1 h2, div_eq_one_iff_eq (mul_ne_zero h1 h2)]
  linear_combination -h
```

In the one-step bound, `key` is the comparison for non-negative energies. The case split on the sign of $x$ then brings in the symmetry.

```lean
/-- Cooling from inverse temperature `b` to `c ≥ b` changes the occupation at energy `x` by at
most the occupation at `|x|` at inverse temperature `b`. -/
theorem abs_fermi_sub_le {b c : ℝ} (hbc : b ≤ c) (x : ℝ) :
    |fermi c x - fermi b x| ≤ fermi b |x| := by
  -- on the particle side the occupation does not increase on cooling and is never negative
  have key : ∀ y : ℝ, 0 ≤ y → 0 ≤ fermi c y ∧ fermi c y ≤ fermi b y := by
    intro y hy
    refine ⟨by unfold fermi; positivity, ?_⟩
    have h : Real.exp (b * y) ≤ Real.exp (c * y) :=
      Real.exp_le_exp.mpr (mul_le_mul_of_nonneg_right hbc hy)
    exact one_div_le_one_div_of_le (by positivity) (by linarith)
  rcases le_total 0 x with hx | hx
  · obtain ⟨h1, h2⟩ := key x hx
    rw [abs_of_nonneg hx, abs_le]
    constructor <;> linarith
  · -- the hole side follows by particle-hole symmetry
    obtain ⟨h1, h2⟩ := key (-x) (by linarith)
    have h3 := fermi_neg b x
    have h4 := fermi_neg c x
    rw [abs_of_nonpos hx, abs_le]
    constructor <;> linarith
```

The hypothesis `1 ≤ q` enters through the monotonicity of the ladder.

```lean
/-- The inverse temperatures do not decrease along the ladder. -/
theorem invTemp_mono {b₀ q : ℝ} (hb : 0 < b₀) (hq : 1 ≤ q) {i j : ℕ} (hij : i ≤ j) :
    invTemp b₀ q i ≤ invTemp b₀ q j :=
  mul_le_mul_of_nonneg_left (pow_le_pow_right₀ hq hij) hb.le
```

Together these give the decay of $D_j$.

```lean
/-- The absolute value of correction `j` at energy `x` is at most `exp (-b_j |x|)`, where `b_j` is
the inverse temperature of level `j`. -/
theorem abs_correction_le {b₀ q : ℝ} (hb : 0 < b₀) (hq : 1 ≤ q) (j : ℕ) (x : ℝ) :
    |correction b₀ q j x| ≤ Real.exp (-(invTemp b₀ q j * |x|)) := by
  refine (abs_fermi_sub_le (invTemp_mono hb hq (Nat.le_succ j)) x).trans ?_
  rw [fermi, Real.exp_neg, ← one_div]
  exact one_div_le_one_div_of_le (Real.exp_pos _) (by linarith)
```

## Bounding the windowed sum

The level $J$ is found by induction on $K$. If $x$ lies inside window $K$, an earlier drop would give $L\le b_J|x|\le b_K|x|<L$, which is impossible. So $J=K$, and adding $D_K$ moves the sum to level $K+1$. If $x$ lies outside, $J$ stays where it is.

```lean
/-- At each energy the windowed sum equals the Fermi function of some level `J ≤ K` of the
ladder, and either `J = K` or the energy lies outside the window of level `J`. -/
theorem windowed_eq_fermi {b₀ q : ℝ} (hb : 0 < b₀) (hq : 1 ≤ q) (L : ℝ) (K : ℕ) (x : ℝ) :
    ∃ J ≤ K, windowed b₀ q L K x = fermi (invTemp b₀ q J) x ∧
      (J = K ∨ L ≤ invTemp b₀ q J * |x|) := by
  induction K with
  | zero => exact ⟨0, le_rfl, by simp [windowed, invTemp], Or.inl rfl⟩
  | succ K ih =>
    obtain ⟨J, hJK, hJ, hcase⟩ := ih
    have hpos : 0 < invTemp b₀ q K := by unfold invTemp; positivity
    have hstep : windowed b₀ q L (K + 1) x = windowed b₀ q L K x +
        if |x| < L / invTemp b₀ q K then correction b₀ q K x else 0 := by
      unfold windowed
      rw [Finset.sum_range_succ]
      exact (add_assoc _ _ _).symm
    by_cases hw : |x| < L / invTemp b₀ q K
    · -- inside the window nothing has been dropped so far, and the sum telescopes
      have hlt : |x| * invTemp b₀ q K < L := (lt_div_iff₀ hpos).mp hw
      have hJeq : J = K := by
        rcases hcase with h | h
        · exact h
        · have := mul_le_mul_of_nonneg_right (invTemp_mono hb hq hJK) (abs_nonneg x)
          linarith
      subst hJeq
      refine ⟨J + 1, le_rfl, ?_, Or.inl rfl⟩
      rw [hstep, if_pos hw, hJ, correction]
      ring
    · -- outside the window the sum stays at the level already reached
      have hge : L ≤ |x| * invTemp b₀ q K := (div_le_iff₀ hpos).mp (not_lt.mp hw)
      refine ⟨J, hJK.trans (Nat.le_succ K), by rw [hstep, if_neg hw, hJ, add_zero], Or.inr ?_⟩
      rcases hcase with h | h
      · rw [h]
        linarith
      · exact h
```

The two alternatives for $J$ become the two cases of the error bound, which holds for every real $L$, every $K$ and every $x$.

```lean
/-- The windowed expansion reproduces the cold Fermi function at every energy within
`1 / (1 + exp L)`, for any number `K` of levels. -/
theorem windowed_error_le {b₀ q : ℝ} (hb : 0 < b₀) (hq : 1 ≤ q) (L : ℝ) (K : ℕ) (x : ℝ) :
    |windowed b₀ q L K x - fermi (invTemp b₀ q K) x| ≤ 1 / (1 + Real.exp L) := by
  obtain ⟨J, hJK, hJ, hcase⟩ := windowed_eq_fermi hb hq L K x
  rw [hJ]
  rcases hcase with h | h
  · rw [h, sub_self, abs_zero]
    positivity
  · rw [abs_sub_comm]
    refine (abs_fermi_sub_le (invTemp_mono hb hq hJK) x).trans ?_
    have := Real.exp_le_exp.mpr h
    exact one_div_le_one_div_of_le (by positivity) (by linarith)
```

Discarding the 1 in the denominator gives the exponential form.

```lean
/-- The windowed expansion reproduces the cold Fermi function at every energy within `exp (-L)`,
for any number `K` of levels. -/
theorem windowed_error_le_exp {b₀ q : ℝ} (hb : 0 < b₀) (hq : 1 ≤ q) (L : ℝ) (K : ℕ) (x : ℝ) :
    |windowed b₀ q L K x - fermi (invTemp b₀ q K) x| ≤ Real.exp (-L) := by
  refine (windowed_error_le hb hq L K x).trans ?_
  rw [Real.exp_neg, ← one_div]
  exact one_div_le_one_div_of_le (Real.exp_pos _) (by linarith)
```

The sharpness theorem assumes `1 < q` and `0 < L`. In its proof, `hw` evaluates the windowed sum and `h0` is the limit of the exact occupation.

```lean
/-- At the edge `L / b₀` of the widest window the error tends to `1 / (1 + exp L)` as the number
of levels grows. -/
theorem windowed_error_sharp {b₀ q L : ℝ} (hb : 0 < b₀) (hq : 1 < q) (hL : 0 < L) :
    Tendsto (fun K : ℕ => windowed b₀ q L K (L / b₀) - fermi (invTemp b₀ q K) (L / b₀))
      atTop (𝓝 (1 / (1 + Real.exp L))) := by
  -- every correction is dropped at this energy
  have hw : ∀ K : ℕ, windowed b₀ q L K (L / b₀) = 1 / (1 + Real.exp L) := by
    intro K
    unfold windowed
    rw [Finset.sum_eq_zero, add_zero, fermi, mul_div_cancel₀ L hb.ne']
    intro j _
    refine if_neg (not_lt.mpr ?_)
    rw [abs_of_pos (div_pos hL hb)]
    exact div_le_div_of_nonneg_left hL.le hb
      (le_mul_of_one_le_right hb.le (one_le_pow₀ hq.le))
  -- the exact occupation vanishes on cooling
  have hf : ∀ K : ℕ, fermi (invTemp b₀ q K) (L / b₀) = (1 + Real.exp (L * q ^ K))⁻¹ := by
    intro K
    have h : invTemp b₀ q K * (L / b₀) = L * q ^ K := by
      unfold invTemp
      field_simp
    rw [fermi, h, one_div]
  have h0 : Tendsto (fun K : ℕ => (1 + Real.exp (L * q ^ K))⁻¹) atTop (𝓝 0) :=
    tendsto_inv_atTop_zero.comp (tendsto_atTop_add_const_left _ 1
      (Real.tendsto_exp_atTop.comp
        ((tendsto_pow_atTop_atTop_of_one_lt hq).const_mul_atTop hL)))
  simp only [hw, hf]
  simpa using h0.const_sub (1 / (1 + Real.exp L))
```

## Passing to the density matrix

The index type `n` labels a finite orthonormal basis, and `hC` says that $C$ is unitary. Both matrices share the same orbitals, energies and chemical potential `μ`, so any shift of these during a self-consistent calculation is not covered. In the proof, `entry` expands a matrix element, `row` is the normalisation, and the `calc` block is the estimate made by hand.

```lean
/-- For orthonormal orbitals every element of the density matrix built from the windowed
expansion is within `1 / (1 + exp L)` of the exact one, for any number of orbitals and levels. -/
theorem densityMatrix_error_le {n : Type*} [Fintype n] [DecidableEq n]
    {C : Matrix n n ℂ} (hC : C ∈ Matrix.unitaryGroup n ℂ) (E : n → ℝ) (μ : ℝ)
    {b₀ q : ℝ} (hb : 0 < b₀) (hq : 1 ≤ q) (L : ℝ) (K : ℕ) (m k : n) :
    ‖densityMatrix C E (fun e => windowed b₀ q L K (e - μ)) m k -
      densityMatrix C E (fun e => fermi (invTemp b₀ q K) (e - μ)) m k‖
      ≤ 1 / (1 + Real.exp L) := by
  have entry : ∀ g : ℝ → ℝ, densityMatrix C E g m k =
      ∑ a, C m a * (g (E a) : ℂ) * star (C k a) := by
    intro g
    unfold densityMatrix
    rw [Matrix.mul_apply]
    refine Finset.sum_congr rfl fun a _ => ?_
    rw [Matrix.mul_diagonal, Matrix.conjTranspose_apply]
  -- the rows of a unitary matrix are normalised
  have row : ∀ i, ∑ a, ‖C i a‖ ^ 2 = 1 := by
    intro i
    have h1 := congrFun (congrFun (Matrix.mem_unitaryGroup_iff.mp hC) i) i
    rw [Matrix.star_eq_conjTranspose, Matrix.mul_apply, Matrix.one_apply_eq] at h1
    have h2 : ((∑ a, ‖C i a‖ ^ 2 : ℝ) : ℂ) = 1 := by
      refine Eq.trans ?_ h1
      rw [Complex.ofReal_sum]
      refine Finset.sum_congr rfl fun a _ => ?_
      rw [Matrix.conjTranspose_apply, ← Complex.normSq_eq_norm_sq, ← Complex.mul_conj]
      rfl
    exact_mod_cast h2
  set δ := 1 / (1 + Real.exp L) with hδ
  have hδ0 : 0 ≤ δ := by rw [hδ]; positivity
  rw [entry, entry, ← Finset.sum_sub_distrib]
  calc _ ≤ ∑ a, δ * ((‖C m a‖ ^ 2 + ‖C k a‖ ^ 2) / 2) := by
        refine norm_sum_le_of_le _ fun a _ => ?_
        rw [← sub_mul, ← mul_sub, ← Complex.ofReal_sub, norm_mul, norm_mul, norm_star,
          Complex.norm_real, Real.norm_eq_abs]
        have h1 := windowed_error_le hb hq L K (E a - μ)
        have h2 : ‖C m a‖ * ‖C k a‖ ≤ (‖C m a‖ ^ 2 + ‖C k a‖ ^ 2) / 2 := by
          nlinarith [sq_nonneg (‖C m a‖ - ‖C k a‖)]
        rw [mul_right_comm, mul_comm]
        exact mul_le_mul h1 h2 (by positivity) hδ0
    _ = δ := by
        rw [← Finset.mul_sum, ← Finset.sum_div, Finset.sum_add_distrib, row, row]
        ring

end

end MultiscaleFermiExpansion
```

```lean
#print axioms MultiscaleFermiExpansion.abs_correction_le
#print axioms MultiscaleFermiExpansion.windowed_error_le_exp
#print axioms MultiscaleFermiExpansion.windowed_error_sharp
#print axioms MultiscaleFermiExpansion.densityMatrix_error_le
```

```
'MultiscaleFermiExpansion.abs_correction_le' depends on axioms: [propext, Classical.choice, Quot.sound]
'MultiscaleFermiExpansion.windowed_error_le_exp' depends on axioms: [propext, Classical.choice, Quot.sound]
'MultiscaleFermiExpansion.windowed_error_sharp' depends on axioms: [propext, Classical.choice, Quot.sound]
'MultiscaleFermiExpansion.densityMatrix_error_le' depends on axioms: [propext, Classical.choice, Quot.sound]
```
